# High-Density Logarithm and Constant of a Screened Electron-Gas Integral

When a correlation energy for the uniform electron gas is fitted or extrapolated towards high density, one practical step is to subtract its logarithm in the density parameter $r$ (the Wigner–Seitz radius in Bohr radii, small at high density) and treat the remainder, which stays finite, separately. For a model integral over small momentum transfers $q$, with static screening, both the logarithm and the remainder are known exactly.

Let $A = 2(1-\log 2)/\pi^2$. Half of it, $A/2\approx0.0311$, is the coefficient of $\log r$ in the high-density correlation energy per electron of the unpolarised three-dimensional gas, in hartree. Let $Q>0$ be an upper momentum cutoff, and let $c>0$ set the screening strength. Define

$$I(r)=\int_0^Q \frac{q}{q^2+cr}\,dq,\qquad E(r)=-A\,I(r).$$

Then, for every $r>0$,

$$0\;\le\;\frac A2\log\frac{c}{Q^2}-\Big(E(r)-\frac A2\log r\Big)\;\le\;\frac A2\,\frac{cr}{Q^2},$$

so $E(r)-\frac A2\log r\to\frac A2\log(c/Q^2)$ as $r\to0^+$. At $Q=1$ the constant is $\frac A2\log c$. Without screening, the integral of $1/q$ from $e$ to $Q$ diverges as $e\to0^+$.

## Subtraction and quadrature at small $r$

The bare $1/q$ is the small-momentum behaviour of the integrand, in the momentum transfer $q$, of the direct second-order energy of the three-dimensional electron gas. The divergence of that energy motivates summing ring diagrams, as direct ring coupled-cluster doubles (without exchange integrals) does. The integral here keeps only the infrared part of that problem and replaces the summation by a static screening term.

With momenta in units of the Fermi momentum, the squared Thomas–Fermi screening momentum is proportional to $r$. The constant $c$ stands for that proportionality factor.

The screened integrand peaks at $q=\sqrt{cr}$ with height $1/(2\sqrt{cr})$. A uniform momentum grid whose spacing $h<Q$ is much larger than $\sqrt{cr}$ does not resolve the range $0<q<h$, which contributes about $\log(h/\sqrt{cr})$ to the integral. The closed form below gives a reference value for such a quadrature, and the inequality above bounds the error of keeping only the logarithm and the constant. For $c=Q=1$ and $r=0.01$, that error in the model energy $E$ is at most about $3.1\times10^{-4}$ hartree per electron. The bound belongs to the model only: in the correlation energy of the gas itself the next term is of order $r\log r$.

## From the antiderivative to the limit

For $0<e<Q$, the bare integral is

$$\int_e^Q\frac{dq}{q}=\log Q-\log e,$$

which tends to $+\infty$ as $e\to0^+$.

For the screened integral, write $k>0$ for the squared screening momentum. Since $\frac{d}{dq}\,\frac12\log(q^2+k)=q/(q^2+k)$,

$$\int_0^Q\frac{q}{q^2+k}\,dq=\frac12\log\frac{Q^2+k}{k}=\frac12\log\Big(1+\frac{Q^2}{k}\Big).$$

The factorisation $1+Q^2/k=(1+k/Q^2)(Q^2/k)$ separates the part that is singular at small $k$:

$$\frac12\log\Big(1+\frac{Q^2}{k}\Big)=\frac12\log\frac{Q^2}{k}+\frac12\log\Big(1+\frac{k}{Q^2}\Big).$$

With $k=\kappa^2$ and $\kappa>0$, the first term is $\log(Q/\kappa)$, the oriented integral of $1/q$ from $\kappa$ to $Q$. For $\kappa<Q$, screening thus acts as a sharp cutoff at $\kappa$ plus an explicit remainder; for $\kappa>Q$ the identity still holds, but the oriented integral is negative. At $\kappa=Q$ the cutoff integral is zero and the screened integral is $\frac12\log2$, all of it remainder.

With $k=cr$, multiplying by $-A$ and moving $\frac A2\log r$ to the left gives

$$E(r)-\frac A2\log r=\frac A2\log\frac{c}{Q^2}-\frac A2\log\Big(1+\frac{cr}{Q^2}\Big).$$

Because $\log2<1$, $A$ is positive. The inequality $0\le\log(1+x)\le x$ for $x\ge0$, taken at $x=cr/Q^2$, gives the two-sided bound, and letting $r\to0^+$ gives the limit.

Finally, for $0<r<1$,

$$\frac{E(r)}{\log r}=\frac A2+\frac{E(r)-\frac A2\log r}{\log r}.$$

The last numerator converges while its denominator diverges, so the ratio tends to $A/2$ whatever $c$ and $Q$ are.

The same argument applies to the neighbouring integrand $q^3/(q^4+c^2r^2)$, with antiderivative $\frac14\log(q^4+c^2r^2)$. By hand, it gives the same logarithm and the same constant, with a correction of order $r^2$ in place of $r$.

## The Lean file

```lean
import Mathlib

open Filter Topology

namespace ScreenedElectronGas

noncomputable section

/-- The electron-gas coefficient `A = 2 (1 - log 2) / π²`. -/
def ringCoeff : ℝ := 2 * (1 - Real.log 2) / Real.pi ^ 2

/-- The bare momentum integral of `1/q` between an infrared cutoff `e` and an upper cutoff `Q`. -/
def bareRing (e Q : ℝ) : ℝ := ∫ q in e..Q, 1 / q

/-- The screened momentum integral of `q / (q² + k)` from zero to `Q`, where `k` is the square of
the screening momentum. -/
def screenedRing (k Q : ℝ) : ℝ := ∫ q in (0 : ℝ)..Q, q / (q ^ 2 + k)

/-- The screened small-momentum energy at density parameter `r`, with squared screening
momentum `c r` and upper cutoff `Q`. -/
def ringEnergy (c Q r : ℝ) : ℝ := -ringCoeff * screenedRing (c * r) Q

/-- The coefficient `A` is positive. -/
theorem ringCoeff_pos : 0 < ringCoeff := by
  have h := Real.log_two_lt_d9
  have h1 : 0 < 2 * (1 - Real.log 2) := by linarith
  exact div_pos h1 (pow_pos Real.pi_pos 2)

/-- The bare integral grows without bound as its infrared cutoff is removed. -/
theorem bareRing_diverges {Q : ℝ} (hQ : 0 < Q) :
    Tendsto (fun e : ℝ => bareRing e Q) (𝓝[>] 0) atTop := by
  have h : Tendsto (fun e : ℝ => Real.log Q + -Real.log e) (𝓝[>] 0) atTop :=
    tendsto_atTop_add_const_left _ _
      (tendsto_neg_atBot_atTop.comp Real.tendsto_log_nhdsGT_zero)
  refine h.congr' ?_
  filter_upwards [self_mem_nhdsWithin] with e he
  have he' : 0 < e := he
  rw [bareRing, integral_one_div_of_pos he' hQ, Real.log_div hQ.ne' he'.ne']
  ring

/-- The screened integral in closed form: it equals `½ log (1 + Q²/k)`. -/
theorem screenedRing_eq {k : ℝ} (hk : 0 < k) (Q : ℝ) :
    screenedRing k Q = 1 / 2 * Real.log (1 + Q ^ 2 / k) := by
  have hp : ∀ q : ℝ, 0 < q ^ 2 + k := fun q => by positivity
  -- the antiderivative is half the logarithm of the screened denominator
  have hd : ∀ q : ℝ, HasDerivAt (fun x : ℝ => 1 / 2 * Real.log (x ^ 2 + k))
      (q / (q ^ 2 + k)) q := by
    intro q
    have h : HasDerivAt (fun x : ℝ => x ^ 2 + k) (2 * q) q := by
      simpa using (hasDerivAt_pow 2 q).add_const k
    exact ((h.log (hp q).ne').const_mul (1 / 2)).congr_deriv (by ring)
  have hcont : Continuous (fun q : ℝ => q / (q ^ 2 + k)) :=
    Continuous.div (by fun_prop) (by fun_prop) (fun q => (hp q).ne')
  have key : screenedRing k Q
      = 1 / 2 * Real.log (Q ^ 2 + k) - 1 / 2 * Real.log ((0 : ℝ) ^ 2 + k) :=
    intervalIntegral.integral_eq_sub_of_hasDerivAt (fun q _ => hd q)
      (hcont.intervalIntegrable 0 Q)
  have h0 : (0 : ℝ) ^ 2 + k = k := by ring
  have h1 : 1 + Q ^ 2 / k = (Q ^ 2 + k) / k := by
    rw [add_div, div_self hk.ne', add_comm]
  rw [key, h0, h1, Real.log_div (hp Q).ne' hk.ne']
  ring

/-- For positive `x` and `y`, the logarithm of `1 + y/x` splits into `log y - log x` and the
remainder `log (1 + x/y)`. -/
theorem log_split {x y : ℝ} (hx : 0 < x) (hy : 0 < y) :
    Real.log (1 + y / x) = Real.log (1 + x / y) + (Real.log y - Real.log x) := by
  have hxy : 0 < 1 + x / y := by positivity
  have h : 1 + y / x = (1 + x / y) * (y / x) := by
    field_simp
    ring
  rw [h, Real.log_mul hxy.ne' (div_pos hy hx).ne', Real.log_div hy.ne' hx.ne']

/-- The screened integral with squared screening momentum `κ²` equals the oriented integral of `1/q`
from `κ` to `Q` plus the remainder `½ log (1 + κ²/Q²)`. -/
theorem screening_as_cutoff {κ Q : ℝ} (hκ : 0 < κ) (hQ : 0 < Q) :
    screenedRing (κ ^ 2) Q = bareRing κ Q + 1 / 2 * Real.log (1 + κ ^ 2 / Q ^ 2) := by
  rw [screenedRing_eq (pow_pos hκ 2), log_split (pow_pos hκ 2) (pow_pos hQ 2),
    bareRing, integral_one_div_of_pos hκ hQ, Real.log_div hQ.ne' hκ.ne',
    Real.log_pow, Real.log_pow]
  push_cast
  ring

/-- The screened energy is `(A/2) log r` plus the constant `(A/2) log (c/Q²)` minus the
correction `(A/2) log (1 + c r/Q²)`. -/
theorem ringEnergy_eq {c Q r : ℝ} (hc : 0 < c) (hQ : 0 < Q) (hr : 0 < r) :
    ringEnergy c Q r - ringCoeff / 2 * Real.log r
      = ringCoeff / 2 * Real.log (c / Q ^ 2)
        - ringCoeff / 2 * Real.log (1 + c * r / Q ^ 2) := by
  rw [ringEnergy, screenedRing_eq (mul_pos hc hr), log_split (mul_pos hc hr) (pow_pos hQ 2),
    Real.log_mul hc.ne' hr.ne', Real.log_div hc.ne' (pow_pos hQ 2).ne']
  ring

/-- At every positive `r`, the energy without its logarithm lies below the constant
`(A/2) log (c/Q²)` by at most `(A/2) c r/Q²`. -/
theorem ringEnergy_error {c Q r : ℝ} (hc : 0 < c) (hQ : 0 < Q) (hr : 0 < r) :
    0 ≤ ringCoeff / 2 * Real.log (c / Q ^ 2)
        - (ringEnergy c Q r - ringCoeff / 2 * Real.log r) ∧
    ringCoeff / 2 * Real.log (c / Q ^ 2)
        - (ringEnergy c Q r - ringCoeff / 2 * Real.log r)
      ≤ ringCoeff / 2 * (c * r / Q ^ 2) := by
  have hA : 0 ≤ ringCoeff / 2 := (half_pos ringCoeff_pos).le
  have hx : 0 < c * r / Q ^ 2 := by positivity
  have hlow : 0 ≤ Real.log (1 + c * r / Q ^ 2) := Real.log_nonneg (by linarith)
  have hup : Real.log (1 + c * r / Q ^ 2) ≤ c * r / Q ^ 2 := by
    have := Real.log_le_sub_one_of_pos (show 0 < 1 + c * r / Q ^ 2 by linarith)
    linarith
  rw [ringEnergy_eq hc hQ hr, sub_sub_cancel]
  exact ⟨mul_nonneg hA hlow, mul_le_mul_of_nonneg_left hup hA⟩

/-- As `r → 0+`, the screened energy minus `(A/2) log r` tends to `(A/2) log (c/Q²)`. -/
theorem ringEnergy_limit {c Q : ℝ} (hc : 0 < c) (hQ : 0 < Q) :
    Tendsto (fun r : ℝ => ringEnergy c Q r - ringCoeff / 2 * Real.log r) (𝓝[>] 0)
      (𝓝 (ringCoeff / 2 * Real.log (c / Q ^ 2))) := by
  have hcont : ContinuousAt (fun r : ℝ => ringCoeff / 2 * Real.log (c / Q ^ 2)
      - ringCoeff / 2 * Real.log (1 + c * r / Q ^ 2)) 0 := by
    refine ContinuousAt.sub continuousAt_const (ContinuousAt.mul continuousAt_const ?_)
    exact ContinuousAt.log (by fun_prop) (by simp)
  have h := hcont.tendsto
  simp only [mul_zero, zero_div, add_zero, Real.log_one, sub_zero] at h
  refine (h.mono_left nhdsWithin_le_nhds).congr' ?_
  filter_upwards [self_mem_nhdsWithin] with r hr
  exact (ringEnergy_eq hc hQ hr).symm

/-- The screened electron-gas logarithm at unit cutoff: the bare integral of `1/q` diverges, while
the screened energy minus `(A/2) log r` tends to `(A/2) log c` as `r → 0+`. -/
theorem screened_logarithm {c : ℝ} (hc : 0 < c) :
    Tendsto (fun e : ℝ => ∫ q in e..1, 1 / q) (𝓝[>] 0) atTop ∧
    Tendsto (fun r : ℝ => -ringCoeff * (∫ q in (0 : ℝ)..1, q / (q ^ 2 + c * r))
        - ringCoeff / 2 * Real.log r) (𝓝[>] 0) (𝓝 (ringCoeff / 2 * Real.log c)) := by
  have h := ringEnergy_limit hc one_pos
  rw [one_pow, div_one] at h
  exact ⟨bareRing_diverges one_pos, h⟩

/-- The ratio of the screened energy to `log r` tends to `A/2` as `r → 0+`, for every
screening constant `c` and upper cutoff `Q`. -/
theorem leading_coefficient {c Q : ℝ} (hc : 0 < c) (hQ : 0 < Q) :
    Tendsto (fun r : ℝ => ringEnergy c Q r / Real.log r) (𝓝[>] 0) (𝓝 (ringCoeff / 2)) := by
  -- a bounded remainder divided by a diverging logarithm vanishes
  have hinv : Tendsto (fun r : ℝ => (Real.log r)⁻¹) (𝓝[>] 0) (𝓝 0) :=
    tendsto_inv_atBot_zero.comp Real.tendsto_log_nhdsGT_zero
  have h := ((ringEnergy_limit hc hQ).mul hinv).add_const (ringCoeff / 2)
  rw [mul_zero, zero_add] at h
  refine h.congr' ?_
  filter_upwards [Ioo_mem_nhdsGT (zero_lt_one' ℝ)] with r hr
  have hl : Real.log r ≠ 0 := (Real.log_neg hr.1 hr.2).ne
  rw [sub_mul, mul_assoc, mul_inv_cancel₀ hl, div_eq_mul_inv (ringEnergy c Q r)]
  ring

end

end ScreenedElectronGas
```

```lean
#print axioms ScreenedElectronGas.screening_as_cutoff
#print axioms ScreenedElectronGas.ringEnergy_error
#print axioms ScreenedElectronGas.screened_logarithm
#print axioms ScreenedElectronGas.leading_coefficient
```

```
'ScreenedElectronGas.screening_as_cutoff' depends on axioms: [propext, Classical.choice, Quot.sound]
'ScreenedElectronGas.ringEnergy_error' depends on axioms: [propext, Classical.choice, Quot.sound]
'ScreenedElectronGas.screened_logarithm' depends on axioms: [propext, Classical.choice, Quot.sound]
'ScreenedElectronGas.leading_coefficient' depends on axioms: [propext, Classical.choice, Quot.sound]
```

## The theorems in words and their physical scope

`ringCoeff` is $A$, `bareRing e Q` is the integral with a sharp infrared cutoff, and `screenedRing k Q` is the screened one. Its argument `k` is the square of the screening momentum. `ringEnergy c Q r` is $E(r)$, with `k` set to `c * r`. All parameters are real numbers, and `𝓝[>] 0` means approach to zero through positive values.

`screened_logarithm` states the $Q=1$ result with both integrals written out: for every `c > 0`, the bare integral tends to `atTop`, that is, to $+\infty$, and the screened energy minus $\frac A2\log r$ tends to $\frac A2\log c$. `ringEnergy_limit` is the version for general $Q$, `ringEnergy_error` is the bound at finite $r$, and `leading_coefficient` is the limit of the ratio.

The proofs follow the derivation:

- `bareRing_diverges` evaluates the integral and uses the divergence of the logarithm at zero.
- `screenedRing_eq` checks the derivative in `hd`, then applies the fundamental theorem of calculus in `key`.
- `log_split` is the factorisation. It feeds both `screening_as_cutoff` and the exact energy identity `ringEnergy_eq`.
- `ringEnergy_error` combines that identity with `ringCoeff_pos` and the two logarithm inequalities `hlow` and `hup`.
- `ringEnergy_limit` uses continuity of the right-hand side of the identity at $r=0$, then transfers the limit to the energy, since the two agree for positive $r$.
- `leading_coefficient` multiplies the convergent remainder by $1/\log r$, which tends to zero.

The coefficient $A$ enters by definition; it is not derived from integrals over the Fermi sea. The screening term $cr$ is likewise postulated. In the full ring sum, screening depends on frequency. The constant term of the correlation energy also has contributions from larger momentum transfers and from second-order exchange, which lies outside the ring sum. A code should therefore not take $\frac A2\log(c/Q^2)$ as the constant term of the electron-gas correlation energy. The bound concerns the exact integral, so quadrature and rounding errors have to be estimated separately.
